# Two Landau orders coupled by $2c\,x^2y^2$ with $c>\sqrt{b_1b_2}$ exclude each other in every ground state

Let $x$ and $y$ be the real, spatially uniform amplitudes of two competing orders, with Landau energy

$$F(x,y)=a_1x^2+a_2y^2+b_1x^4+b_2y^4+2c\,x^2y^2 .$$

Note the factor 2 in the coupling. By a ground state I mean a global minimizer of $F$ over the whole plane. I take $a_1,a_2<0$, so that each order would condense alone, and $b_1,b_2>0$, so that each amplitude saturates.

If the orders repel strongly enough, $c>\sqrt{b_1b_2}$, only one should survive: $x$ if $a_1^2/b_1>a_2^2/b_2$, $y$ if the inequality is reversed, with both kinds of ground state available at equality. Can this be shown rigorously, for global minima and not just stationary points, and checked by machine?

## Comparing mixed states with the stronger pure state

Yes. Start with one order absent. Completing the square gives

$$F(x,0)=b_1\Big(x^2+\frac{a_1}{2b_1}\Big)^2-\frac{a_1^2}{4b_1},$$

so the minimum on this axis is $-a_1^2/(4b_1)$, attained exactly at $x^2=-a_1/(2b_1)>0$. The $y$ axis works the same way.

For mixed states, set $s=\sqrt{b_1}$, $t=\sqrt{b_2}$, $\alpha=-a_1/s$ and $\beta=-a_2/t$, all positive. The pure minima are then $-\alpha^2/4$ and $-\beta^2/4$. Expanding

$$\Big(sx^2+ty^2-\frac{\alpha}{2}\Big)^2=s^2x^4+t^2y^4+2st\,x^2y^2-\alpha s\,x^2-\alpha t\,y^2+\frac{\alpha^2}{4}$$

and correcting the $y^2$ and $x^2y^2$ terms yields

$$F+\frac{\alpha^2}{4}=\Big(sx^2+ty^2-\frac{\alpha}{2}\Big)^2+(\alpha-\beta)\,t\,y^2+2(c-st)\,x^2y^2 .$$

If $\alpha\ge\beta$ and $x,y\ne0$, the first two terms are nonnegative and the last is positive, because $c>st$. The mixed state therefore lies strictly above $-\alpha^2/4$. If $\beta\ge\alpha$, exchange the two orders.

The global minimum is thus the lower pure energy, which is attained, and no mixed state reaches it. Since $\alpha^2=a_1^2/b_1$ and $\beta^2=a_2^2/b_2$, the larger ratio selects the surviving order, and at equality both pure minima are ground states.

At $c=st$ and $\alpha=\beta$, the last two terms vanish. Every point with $sx^2+ty^2=\alpha/2$ is then a ground state, including the mixed one with $x^2=\alpha/(4s)$ and $y^2=\alpha/(4t)$. At equal ratios the strict bound on $c$ therefore cannot be relaxed to $c\ge\sqrt{b_1b_2}$. At unequal ratios it is sufficient but not necessary: if $\alpha>\beta$, the second term alone keeps every mixed state above $-\alpha^2/4$ at $c=st$, and the case $\beta>\alpha$ follows by exchange.

## What the Lean theorems say

`landau` is $F$, `pureEnergy a b` is $-a^2/(4b)$, and `IsGround` says that no pair of real numbers has lower energy than $(x,y)$. The sign conditions and the bound on $c$ enter as hypotheses on given coefficients; they are not derived from a microscopic model.

`competing_orders` states five things: ground states exist; each has exactly one nonzero amplitude; the two strict inequalities select $x$ or $y$; and equality allows both kinds. `isGround_iff` gives the complete list with squared amplitudes, so both signs are included. `mixed_ground_at_borderline` supplies the mixed state at $c=\sqrt{b_1b_2}$ when the ratios are equal.

For a uniform mean-field model whose energy has the form $F$, with no higher-order terms or other couplings, this gives a test for which order wins, provided that the fitted or computed Landau coefficients satisfy the sign conditions and $c>\sqrt{b_1b_2}$. Gradients, domain walls, fluctuations, multicomponent orders and metastable minima are not treated.

```lean
import Mathlib

open Real

namespace CompetingOrders

noncomputable section

/-- Landau energy of two real order parameters `x` and `y` with a biquadratic coupling `2c`. -/
def landau (a1 a2 b1 b2 c x y : ℝ) : ℝ :=
  a1 * x ^ 2 + a2 * y ^ 2 + b1 * x ^ 4 + b2 * y ^ 4 + 2 * c * x ^ 2 * y ^ 2

/-- The energy `-a²/(4b)` of a single condensed order with coefficients `a` and `b`. -/
def pureEnergy (a b : ℝ) : ℝ := -(a ^ 2 / b) / 4

/-- The pair `(x, y)` is a global minimizer of the Landau energy. -/
def IsGround (a1 a2 b1 b2 c x y : ℝ) : Prop :=
  ∀ x' y', landau a1 a2 b1 b2 c x y ≤ landau a1 a2 b1 b2 c x' y'

variable {a1 a2 b1 b2 c x y : ℝ}

/-- The Landau energy is unchanged when the two orders exchange their roles. -/
theorem landau_swap (a1 a2 b1 b2 c x y : ℝ) :
    landau a1 a2 b1 b2 c x y = landau a2 a1 b2 b1 c y x := by
  unfold landau
  ring

/-- With `b1 > 0` and the second order absent, the energy is at least `-a1²/(4 b1)`, with equality
exactly at the amplitude `x² = -a1/(2 b1)`. -/
theorem single_order_min (hb : 0 < b1) :
    pureEnergy a1 b1 ≤ landau a1 a2 b1 b2 c x 0 ∧
      (landau a1 a2 b1 b2 c x 0 = pureEnergy a1 b1 ↔ x ^ 2 = -a1 / (2 * b1)) := by
  have hb' : b1 ≠ 0 := hb.ne'
  -- complete the square in `x²`
  have e : landau a1 a2 b1 b2 c x 0
      = b1 * (x ^ 2 + a1 / (2 * b1)) ^ 2 + pureEnergy a1 b1 := by
    unfold landau pureEnergy
    field_simp
    ring
  have hpos : 0 ≤ b1 * (x ^ 2 + a1 / (2 * b1)) ^ 2 := by positivity
  refine ⟨by linarith, fun h => ?_, fun h => ?_⟩
  · have z : b1 * (x ^ 2 + a1 / (2 * b1)) ^ 2 = 0 := by linarith
    have z' := (pow_eq_zero_iff two_ne_zero).1 ((mul_eq_zero.1 z).resolve_left hb')
    linear_combination z'
  · rw [e, h]
    ring

/-- In scaled coefficients with `t > 0`, `s t < c` and `β ≤ α`, a state with both orders present has
energy strictly above `-α²/4`. -/
theorem mixed_above_stronger {s t α β : ℝ} (ht : 0 < t) (hc : s * t < c) (hαβ : β ≤ α)
    (hx : x ≠ 0) (hy : y ≠ 0) :
    -α ^ 2 / 4 < landau (-(α * s)) (-(β * t)) (s ^ 2) (t ^ 2) c x y := by
  have e : landau (-(α * s)) (-(β * t)) (s ^ 2) (t ^ 2) c x y + α ^ 2 / 4
      = (s * x ^ 2 + t * y ^ 2 - α / 2) ^ 2 + (α - β) * (t * y ^ 2)
        + 2 * ((c - s * t) * (x ^ 2 * y ^ 2)) := by
    unfold landau
    ring
  have h1 : 0 ≤ (s * x ^ 2 + t * y ^ 2 - α / 2) ^ 2 := sq_nonneg _
  have h2 : 0 ≤ (α - β) * (t * y ^ 2) := mul_nonneg (sub_nonneg.2 hαβ) (by positivity)
  have h3 : 0 < (c - s * t) * (x ^ 2 * y ^ 2) := mul_pos (sub_pos.2 hc) (by positivity)
  linarith

/-- For `b1, b2 > 0` and `c > √(b1 b2)`, a state with both orders present lies strictly above the
lower of the two pure energies. -/
theorem mixed_above_pure (hb1 : 0 < b1) (hb2 : 0 < b2) (hc : √(b1 * b2) < c)
    (hx : x ≠ 0) (hy : y ≠ 0) :
    min (pureEnergy a1 b1) (pureEnergy a2 b2) < landau a1 a2 b1 b2 c x y := by
  obtain ⟨s, hs, rfl⟩ : ∃ s, 0 < s ∧ s ^ 2 = b1 := ⟨√b1, Real.sqrt_pos.2 hb1, Real.sq_sqrt hb1.le⟩
  obtain ⟨t, ht, rfl⟩ : ∃ t, 0 < t ∧ t ^ 2 = b2 := ⟨√b2, Real.sqrt_pos.2 hb2, Real.sq_sqrt hb2.le⟩
  obtain ⟨α, rfl⟩ : ∃ α, a1 = -(α * s) :=
    ⟨-a1 / s, by rw [div_mul_cancel₀ _ hs.ne', neg_neg]⟩
  obtain ⟨β, rfl⟩ : ∃ β, a2 = -(β * t) :=
    ⟨-a2 / t, by rw [div_mul_cancel₀ _ ht.ne', neg_neg]⟩
  rw [← mul_pow, Real.sqrt_sq (by positivity)] at hc
  have scaled : ∀ γ r : ℝ, 0 < r → pureEnergy (-(γ * r)) (r ^ 2) = -γ ^ 2 / 4 := by
    intro γ r hr
    have hr' : r ≠ 0 := hr.ne'
    unfold pureEnergy
    field_simp
  rw [scaled α s hs, scaled β t ht]
  -- compare with whichever order is stronger
  rcases le_total β α with h | h
  · exact lt_of_le_of_lt (min_le_left _ _) (mixed_above_stronger ht hc h hx hy)
  · rw [landau_swap]
    exact lt_of_le_of_lt (min_le_right _ _)
      (mixed_above_stronger hs (by linarith [mul_comm s t]) h hy hx)

/-- For `a1, a2 < 0`, `b1, b2 > 0` and `c > √(b1 b2)`, a state is a ground state exactly when its
energy is the lower of the two pure energies. -/
theorem isGround_iff_energy (ha1 : a1 < 0) (ha2 : a2 < 0) (hb1 : 0 < b1) (hb2 : 0 < b2)
    (hc : √(b1 * b2) < c) :
    IsGround a1 a2 b1 b2 c x y ↔
      landau a1 a2 b1 b2 c x y = min (pureEnergy a1 b1) (pureEnergy a2 b2) := by
  have bound : ∀ u v, min (pureEnergy a1 b1) (pureEnergy a2 b2) ≤ landau a1 a2 b1 b2 c u v := by
    intro u v
    by_cases hv : v = 0
    · subst hv
      exact (min_le_left _ _).trans (single_order_min hb1).1
    by_cases hu : u = 0
    · subst hu
      rw [landau_swap]
      exact (min_le_right _ _).trans (single_order_min hb2).1
    exact (mixed_above_pure hb1 hb2 hc hu hv).le
  refine ⟨fun h => le_antisymm (le_min ?_ ?_) (bound x y), fun h u v => h ▸ bound u v⟩
  · have p : 0 < -a1 / (2 * b1) := div_pos (by linarith) (by linarith)
    exact (h (√(-a1 / (2 * b1))) 0).trans ((single_order_min hb1).2.2 (Real.sq_sqrt p.le)).le
  · have p : 0 < -a2 / (2 * b2) := div_pos (by linarith) (by linarith)
    refine (h 0 (√(-a2 / (2 * b2)))).trans ?_
    rw [landau_swap]
    exact ((single_order_min hb2).2.2 (Real.sq_sqrt p.le)).le

/-- The complete list of ground states for `a1, a2 < 0`, `b1, b2 > 0` and `c > √(b1 b2)`: one order
vanishes, the other has amplitude squared `-a/(2b)` and the larger (or equal) ratio `a²/b`. -/
theorem isGround_iff (ha1 : a1 < 0) (ha2 : a2 < 0) (hb1 : 0 < b1) (hb2 : 0 < b2)
    (hc : √(b1 * b2) < c) :
    IsGround a1 a2 b1 b2 c x y ↔
      (y = 0 ∧ x ^ 2 = -a1 / (2 * b1) ∧ a2 ^ 2 / b2 ≤ a1 ^ 2 / b1) ∨
      (x = 0 ∧ y ^ 2 = -a2 / (2 * b2) ∧ a1 ^ 2 / b1 ≤ a2 ^ 2 / b2) := by
  rw [isGround_iff_energy ha1 ha2 hb1 hb2 hc]
  have l1 := min_le_left (pureEnergy a1 b1) (pureEnergy a2 b2)
  have l2 := min_le_right (pureEnergy a1 b1) (pureEnergy a2 b2)
  constructor
  · intro h
    by_cases hy : y = 0
    · subst hy
      have m := single_order_min (a1 := a1) (a2 := a2) (b2 := b2) (c := c) (x := x) hb1
      have hE : pureEnergy a1 b1 ≤ pureEnergy a2 b2 := by linarith [m.1]
      refine Or.inl ⟨rfl, m.2.1 (by linarith [m.1]), ?_⟩
      unfold pureEnergy at hE
      linarith
    by_cases hx : x = 0
    · subst hx
      rw [landau_swap] at h
      have m := single_order_min (a1 := a2) (a2 := a1) (b2 := b1) (c := c) (x := y) hb2
      have hE : pureEnergy a2 b2 ≤ pureEnergy a1 b1 := by linarith [m.1]
      refine Or.inr ⟨rfl, m.2.1 (by linarith [m.1]), ?_⟩
      unfold pureEnergy at hE
      linarith
    exact absurd h (mixed_above_pure hb1 hb2 hc hx hy).ne'
  · rintro (⟨rfl, hx, h⟩ | ⟨rfl, hy, h⟩)
    · rw [(single_order_min hb1).2.2 hx, min_eq_left]
      unfold pureEnergy
      linarith
    · rw [landau_swap, (single_order_min hb2).2.2 hy, min_eq_right]
      unfold pureEnergy
      linarith

/-- For `a1, a2 < 0`, `b1, b2 > 0` and `c > √(b1 b2)`, ground states exist and have exactly one
nonzero order parameter: `x` if `a1²/b1 > a2²/b2`, `y` if `a1²/b1 < a2²/b2`, and at equality there
are ground states of both kinds. -/
theorem competing_orders (ha1 : a1 < 0) (ha2 : a2 < 0) (hb1 : 0 < b1) (hb2 : 0 < b2)
    (hc : √(b1 * b2) < c) :
    (∃ x y, IsGround a1 a2 b1 b2 c x y) ∧
    (∀ x y, IsGround a1 a2 b1 b2 c x y → (x ≠ 0 ∧ y = 0) ∨ (x = 0 ∧ y ≠ 0)) ∧
    (a2 ^ 2 / b2 < a1 ^ 2 / b1 → ∀ x y, IsGround a1 a2 b1 b2 c x y → x ≠ 0 ∧ y = 0) ∧
    (a1 ^ 2 / b1 < a2 ^ 2 / b2 → ∀ x y, IsGround a1 a2 b1 b2 c x y → x = 0 ∧ y ≠ 0) ∧
    (a1 ^ 2 / b1 = a2 ^ 2 / b2 →
      (∃ x, x ≠ 0 ∧ IsGround a1 a2 b1 b2 c x 0) ∧
      (∃ y, y ≠ 0 ∧ IsGround a1 a2 b1 b2 c 0 y)) := by
  have p1 : 0 < -a1 / (2 * b1) := div_pos (by linarith) (by linarith)
  have p2 : 0 < -a2 / (2 * b2) := div_pos (by linarith) (by linarith)
  have ne : ∀ r z : ℝ, 0 < r → z ^ 2 = r → z ≠ 0 := by
    intro r z hr h h0
    rw [h0] at h
    linarith
  have q1 := Real.sq_sqrt p1.le
  have q2 := Real.sq_sqrt p2.le
  simp only [isGround_iff ha1 ha2 hb1 hb2 hc]
  refine ⟨?_, ?_, ?_, ?_, ?_⟩
  · rcases le_total (a2 ^ 2 / b2) (a1 ^ 2 / b1) with h | h
    · exact ⟨_, 0, Or.inl ⟨rfl, q1, h⟩⟩
    · exact ⟨0, _, Or.inr ⟨rfl, q2, h⟩⟩
  · rintro x y (⟨hy, hx, -⟩ | ⟨hx, hy, -⟩)
    · exact Or.inl ⟨ne _ _ p1 hx, hy⟩
    · exact Or.inr ⟨hx, ne _ _ p2 hy⟩
  · rintro h x y (⟨hy, hx, -⟩ | ⟨-, -, h'⟩)
    · exact ⟨ne _ _ p1 hx, hy⟩
    · exact absurd h (not_lt_of_ge h')
  · rintro h x y (⟨-, -, h'⟩ | ⟨hx, hy, -⟩)
    · exact absurd h (not_lt_of_ge h')
    · exact ⟨hx, ne _ _ p2 hy⟩
  · intro h
    exact ⟨⟨_, ne _ _ p1 q1, Or.inl ⟨trivial, q1, h.ge⟩⟩,
      ⟨_, ne _ _ p2 q2, Or.inr ⟨trivial, q2, h.le⟩⟩⟩

/-- At the borderline coupling `c = √(b1 b2)` with `a1, a2 < 0`, `b1, b2 > 0` and `a1²/b1 = a2²/b2`,
there is a ground state with both orders nonzero. -/
theorem mixed_ground_at_borderline (ha1 : a1 < 0) (ha2 : a2 < 0) (hb1 : 0 < b1) (hb2 : 0 < b2)
    (h : a1 ^ 2 / b1 = a2 ^ 2 / b2) :
    ∃ x y, x ≠ 0 ∧ y ≠ 0 ∧ IsGround a1 a2 b1 b2 (√(b1 * b2)) x y := by
  obtain ⟨s, hs, rfl⟩ : ∃ s, 0 < s ∧ s ^ 2 = b1 := ⟨√b1, Real.sqrt_pos.2 hb1, Real.sq_sqrt hb1.le⟩
  obtain ⟨t, ht, rfl⟩ : ∃ t, 0 < t ∧ t ^ 2 = b2 := ⟨√b2, Real.sqrt_pos.2 hb2, Real.sq_sqrt hb2.le⟩
  obtain ⟨α, hα, rfl⟩ : ∃ α, 0 < α ∧ a1 = -(α * s) :=
    ⟨-a1 / s, div_pos (neg_pos.2 ha1) hs, by rw [div_mul_cancel₀ _ hs.ne', neg_neg]⟩
  obtain ⟨β, hβ, rfl⟩ : ∃ β, 0 < β ∧ a2 = -(β * t) :=
    ⟨-a2 / t, div_pos (neg_pos.2 ha2) ht, by rw [div_mul_cancel₀ _ ht.ne', neg_neg]⟩
  have scaled : ∀ γ r : ℝ, 0 < r → (-(γ * r)) ^ 2 / r ^ 2 = γ ^ 2 := by
    intro γ r hr
    rw [neg_sq, mul_pow, mul_div_cancel_right₀ _ (pow_ne_zero 2 hr.ne')]
  rw [scaled α s hs, scaled β t ht] at h
  have h0 : (α - β) * (α + β) = 0 := by linear_combination h
  have hαβ : β = α := by
    rcases mul_eq_zero.1 h0 with h1 | h1 <;> linarith
  subst hαβ
  rw [← mul_pow, Real.sqrt_sq (by positivity)]
  -- the energy is a perfect square in `s x² + t y²`, up to a constant
  have e : ∀ u v, landau (-(β * s)) (-(β * t)) (s ^ 2) (t ^ 2) (s * t) u v
      = (s * u ^ 2 + t * v ^ 2 - β / 2) ^ 2 - β ^ 2 / 4 := by
    intro u v
    unfold landau
    ring
  have px : 0 < β / 4 / s := by positivity
  have py : 0 < β / 4 / t := by positivity
  refine ⟨√(β / 4 / s), √(β / 4 / t), (Real.sqrt_pos.2 px).ne', (Real.sqrt_pos.2 py).ne', ?_⟩
  intro u v
  rw [e, e, Real.sq_sqrt px.le, Real.sq_sqrt py.le, mul_div_cancel₀ _ hs.ne',
    mul_div_cancel₀ _ ht.ne']
  nlinarith [sq_nonneg (s * u ^ 2 + t * v ^ 2 - β / 2)]

end

end CompetingOrders
```

```lean
#print axioms CompetingOrders.competing_orders
#print axioms CompetingOrders.mixed_ground_at_borderline
```

```
'CompetingOrders.competing_orders' depends on axioms: [propext, Classical.choice, Quot.sound]
'CompetingOrders.mixed_ground_at_borderline' depends on axioms: [propext, Classical.choice, Quot.sound]
```

## How the proof follows the algebra

`single_order_min` completes the square on one axis; `landau_swap` transfers the result to the other. `mixed_above_stronger` contains the key identity, verified by `ring`, and `linarith` adds up the signs of its three terms. `mixed_above_pure` introduces $s,t,\alpha,\beta$ and splits on which of $\alpha,\beta$ is larger, using the swap in the second case.

`isGround_iff_energy` first bounds $F$ below everywhere by treating the two axes and the mixed states separately. It then compares a ground state with the two explicit pure minima, which forces its energy to equal the lower one. `isGround_iff` converts this energy condition into amplitudes and ratios, and `competing_orders` reads off the five claims, with $-a_i/(2b_i)>0$ ensuring that the surviving amplitude is nonzero.

For the borderline case, equal ratios give $(\alpha-\beta)(\alpha+\beta)=0$, and positivity leaves $\alpha=\beta$. The energy is then a perfect square plus a constant, and the chosen mixed point makes the square vanish.
